# For a density made of two fixed atomic shapes, overlap sets the local convergence factor of the Hirshfeld population iteration

Two atoms share \(N\) electrons, and a Hirshfeld partition must decide how many belong to the first. Let \(s_g\) and \(t_g\) be the atomic density shapes at grid point \(g\), with the quadrature weights, taken to be positive, absorbed. At trial population \(x\) the promolecule is

\[ p_x = x\,s + (N-x)\,t . \]

The molecular density \(n\), with the same quadrature weights absorbed, is shared out in proportion to the promolecule's two parts. The new population, and the overlap factor that will govern the error, are

\[ F(x)=\sum_g n_g\,\frac{x s_g}{p_x(g)},\qquad r(x)=N\sum_g \frac{s_g t_g}{p_x(g)} . \]

Here \(r\) is an overlap of densities weighted by \(1/p_x\), not an orbital overlap integral. In Lean, `G` is the finite grid, `promol` is \(p_x\), `hirshfeldUpdate` is \(F\) and `overlapRate` is \(r\). `N` is real and need not be an integer.

```lean
import Mathlib

namespace IterativeHirshfeld

noncomputable section

variable {G : Type*} [Fintype G]

/-- Two distinct, strictly positive atomic shapes on a finite grid, each normalized to one. -/
structure IsShapePair (s t : G → ℝ) : Prop where
  pos_s : ∀ g, 0 < s g
  pos_t : ∀ g, 0 < t g
  sum_s : ∑ g, s g = 1
  sum_t : ∑ g, t g = 1
  ne : s ≠ t

/-- The promolecular density with `x` electrons in shape `s` and `N - x` in shape `t`. -/
def promol (s t : G → ℝ) (N x : ℝ) (g : G) : ℝ := x * s g + (N - x) * t g

/-- The Hirshfeld update: the density `n` is shared out with the stockholder weights of the
promolecule at population `x`. Its domain is where the promolecule vanishes nowhere. -/
def hirshfeldUpdate (s t n : G → ℝ) (N x : ℝ) : ℝ :=
  ∑ g, n g * (x * s g / promol s t N x g)

/-- The overlap of the two shapes relative to the promolecule at population `x`, times `N`.
Its domain is where the promolecule vanishes nowhere. -/
def overlapRate (s t : G → ℝ) (N x : ℝ) : ℝ :=
  N * ∑ g, s g * t g / promol s t N x g
```

Partitions of this kind supply the atomic volumes that some dispersion corrections use to scale free-atom coefficients; the result concerns their convergence for two atoms of fixed shape. In the usual iterative Hirshfeld scheme the reference atoms change shape with their charge and need not add up to the molecular density. The step from fixed shapes that do add up to it to those atoms remains open here.

## Both shapes are positive everywhere

Physically, both atomic tails reach every grid point. With \(0<x<N\), both terms of \(p_x\) are then positive, so every division is legitimate. `promol_pos` records this, and the later proofs use it to clear denominators.

```lean
variable {s t : G → ℝ} {N x y : ℝ}

/-- For positive shapes and populations strictly between `0` and `N` the promolecule is positive
at every grid point. -/
theorem promol_pos (h : IsShapePair s t) (hx : 0 < x) (hxN : x < N) (g : G) :
    0 < promol s t N x g :=
  add_pos (mul_pos hx (h.pos_s g)) (mul_pos (sub_pos.mpr hxN) (h.pos_t g))
```

Positivity also gives \(r>0\). If the shapes have no grid point in common, as with \(s=(1,0)\) and \(t=(0,1)\), then \(r=0\) and one update lands exactly on the answer.

## Each shape holds one electron

Normalization makes \(x\) an electron count. Expanding both sides confirms

\[ N^2 st + x(N-x)(s-t)^2 = \big((N-x)s+xt\big)\,p_x . \]

Divide by \(N p_x\) and sum over the grid. Since \(\sum s=\sum t=1\), the right side becomes \((N-x)/N+x/N=1\), so

\[ 1-r(x)=\frac{x(N-x)}{N}\sum_g\frac{(s_g-t_g)^2}{p_x(g)} . \]

In the proof, `hterm` is the pointwise identity, obtained with `field_simp` and `ring`; `hs` is its sum.

```lean
/-- For positive normalized shapes and `0 < x < N`, the amount by which the overlap factor falls
short of one is a weighted squared difference of the two shapes. -/
theorem one_sub_overlapRate (h : IsShapePair s t) (hx : 0 < x) (hxN : x < N) :
    1 - overlapRate s t N x
      = x * (N - x) / N * ∑ g, (s g - t g) ^ 2 / promol s t N x g := by
  have hN : N ≠ 0 := (hx.trans hxN).ne'
  have hterm : ∀ g, N * (s g * t g / promol s t N x g)
      + x * (N - x) / N * ((s g - t g) ^ 2 / promol s t N x g)
      = (N - x) / N * s g + x / N * t g := by
    intro g
    have hD := (promol_pos h hx hxN g).ne'
    field_simp
    simp only [promol]
    ring
  -- sum over the grid and use the normalization of both shapes
  have hs := Finset.sum_congr rfl (fun g (_ : g ∈ Finset.univ) => hterm g)
  simp only [Finset.sum_add_distrib, ← Finset.mul_sum, h.sum_s, h.sum_t] at hs
  have h1 : (N - x) / N + x / N = 1 := by
    rw [← add_div, sub_add_cancel, div_self hN]
  unfold overlapRate
  linear_combination -hs - h1
```

If \(t\) may sum to more than one, the upper bound on \(r\) can fail: \(t=2s\) gives \(r=2N/(2N-x)>1\). If \(\sum s\neq1\), then \(F(y)=y\sum s\neq y\) for the density \(n=p_y\) with \(y>0\).

## The shapes differ

The atoms must be distinguishable by their densities, which already requires at least two grid points. One point with \(s_g\ne t_g\) makes the last sum positive, hence \(r(x)<1\). The proof extracts that point as `g₀` from the field `ne`.

```lean
/-- For distinct positive normalized shapes and `0 < x < N`, the overlap factor lies strictly
between zero and one. -/
theorem overlapRate_mem (h : IsShapePair s t) (hx : 0 < x) (hxN : x < N) :
    0 < overlapRate s t N x ∧ overlapRate s t N x < 1 := by
  have hN : 0 < N := hx.trans hxN
  obtain ⟨g₀, hg₀⟩ := Function.ne_iff.mp h.ne
  constructor
  · exact mul_pos hN (Finset.sum_pos (fun g _ => div_pos (mul_pos (h.pos_s g) (h.pos_t g))
      (promol_pos h hx hxN g)) ⟨g₀, Finset.mem_univ g₀⟩)
  · -- a single grid point where the shapes differ makes the gap positive
    have hsq : 0 < (s g₀ - t g₀) ^ 2 :=
      lt_of_le_of_ne (sq_nonneg _) (pow_ne_zero 2 (sub_ne_zero.mpr hg₀)).symm
    have hsum : 0 < ∑ g, (s g - t g) ^ 2 / promol s t N x g :=
      Finset.sum_pos' (fun g _ => div_nonneg (sq_nonneg _) (promol_pos h hx hxN g).le)
        ⟨g₀, Finset.mem_univ g₀, div_pos hsq (promol_pos h hx hxN g₀)⟩
    have hgap := mul_pos (div_pos (mul_pos hx (sub_pos.mpr hxN)) hN) hsum
    rw [← one_sub_overlapRate h hx hxN] at hgap
    linarith
```

If \(s=t\), then \(r=1\) and \(F(x)=x\): every population is a fixed point, and the density cannot select one.

## The density is a promolecule

The molecular density is taken to be \(n=p_y\), so \(y\) is the population to be recovered. At each grid point,

\[ n\,x s-y s\,p_x = s t\,\big(x(N-y)-y(N-x)\big)=N s t\,(x-y). \]

Dividing by \(p_x\), summing and using \(\sum s=1\) gives the exact error law

\[ F(x)-y=r(x)\,(x-y). \]

`update_sub` follows the same steps, again with a pointwise `hterm`.

```lean
/-- Exact error law: for positive normalized shapes, when the density being shared out is the
promolecule at population `y`, one update from `0 < x < N` multiplies the population error by the
overlap factor at `x`. -/
theorem update_sub (h : IsShapePair s t) (hx : 0 < x) (hxN : x < N) (y : ℝ) :
    hirshfeldUpdate s t (promol s t N y) N x - y = overlapRate s t N x * (x - y) := by
  have hterm : ∀ g, promol s t N y g * (x * s g / promol s t N x g)
      = y * s g + (x - y) * (N * (s g * t g / promol s t N x g)) := by
    intro g
    have hD := (promol_pos h hx hxN g).ne'
    field_simp
    simp only [promol]
    ring
  unfold hirshfeldUpdate overlapRate
  rw [Finset.sum_congr rfl (fun g _ => hterm g), Finset.sum_add_distrib, ← Finset.mul_sum,
    ← Finset.mul_sum, ← Finset.mul_sum, h.sum_s]
  ring
```

Setting \(x=y\) gives \(F(y)=y\). For the derivative, the quotient rule gives

\[ \frac{d}{dx}\frac{xs}{p_x}=\frac{s\,p_x-xs(s-t)}{p_x^2}=\frac{N s t}{p_x^2}. \]

At \(x=y\), multiplying by \(n=p_y\) leaves \(Nst/n\), so

\[ F'(y)=N\sum_g \frac{s_g t_g}{n_g}=r(y),\qquad 0<F'(y)<1 . \]

The theorem states the fixed point, the derivative (`HasDerivAt`) and the two bounds. Its step `key` is the numerator identity, and `HasDerivAt.fun_sum` adds the grid points.

```lean
/-- For distinct positive normalized shapes and `0 < y < N`, let the density `n` be the promolecule
at population `y`. Then `y` is a fixed point of the update, whose derivative there is `N ∑ s t / n`,
strictly between zero and one. -/
theorem fixed_point_and_rate (h : IsShapePair s t) (hy : 0 < y) (hyN : y < N) :
    hirshfeldUpdate s t (promol s t N y) N y = y ∧
    HasDerivAt (hirshfeldUpdate s t (promol s t N y) N)
      (N * ∑ g, s g * t g / promol s t N y g) y ∧
    0 < N * ∑ g, s g * t g / promol s t N y g ∧
    N * ∑ g, s g * t g / promol s t N y g < 1 := by
  refine ⟨?_, ?_, overlapRate_mem h hy hyN⟩
  · have := update_sub h hy hyN y
    rw [sub_self, mul_zero] at this
    linarith
  · -- differentiate the stockholder share at each grid point
    have hterm : ∀ g, HasDerivAt
        (fun x => promol s t N y g * (x * s g / promol s t N x g))
        (N * (s g * t g / promol s t N y g)) y := by
      intro g
      have hD := (promol_pos h hy hyN g).ne'
      have h1 : HasDerivAt (fun x : ℝ => x * s g) (s g) y :=
        ((hasDerivAt_id' y).mul_const (s g)).congr_deriv (one_mul _)
      have h2 : HasDerivAt (fun x => promol s t N x g) (s g - t g) y :=
        (h1.fun_add (((hasDerivAt_id' y).const_sub N).mul_const (t g))).congr_deriv (by ring)
      refine ((h1.fun_div h2 hD).const_mul (promol s t N y g)).congr_deriv ?_
      change promol s t N y g * ((s g * promol s t N y g - y * s g * (s g - t g))
        / promol s t N y g ^ 2) = _
      have key : s g * promol s t N y g - y * s g * (s g - t g) = N * (s g * t g) := by
        unfold promol
        ring
      rw [key]
      field_simp
    rw [Finset.mul_sum]
    exact HasDerivAt.fun_sum (fun g _ => hterm g)
```

For a general nonnegative density with \(N\) electrons, an interior fixed point may be absent. With \(s=(1/3,2/3)\), \(t=(2/3,1/3)\), \(N=2\) and \(n=(0,2)\), one finds \(F(x)=4x/(x+2)\), whose only fixed points are \(0\) and \(2\).

## Neither atom is empty

Both the start \(x\) and the target \(y\) lie strictly between \(0\) and \(N\). The error law can be written

\[ F(x)=r(x)\,x+(1-r(x))\,y , \]

a weighted mean of two numbers in that interval, so the next population stays inside. Writing \(x_0=x\) and \(x_{j+1}=F(x_j)\), repeated use gives

\[ x_k-y=\Big(\prod_{j=0}^{k-1} r(x_j)\Big)(x-y). \]

The proof is an induction on `k`; `nlinarith` supplies the two bounds from the weighted mean.

```lean
/-- For distinct positive normalized shapes, `0 < x < N` and `0 < y < N`, when the density being
shared out is the promolecule at population `y`, every iterate from `x` stays strictly between `0`
and `N`, and the error after `k` updates is the initial error times the product of the overlap
factors met on the way. -/
theorem iterate_sub (h : IsShapePair s t) (hx : 0 < x) (hxN : x < N)
    (hy : 0 < y) (hyN : y < N) (k : ℕ) :
    (0 < (hirshfeldUpdate s t (promol s t N y) N)^[k] x ∧
      (hirshfeldUpdate s t (promol s t N y) N)^[k] x < N) ∧
    (hirshfeldUpdate s t (promol s t N y) N)^[k] x - y
      = (∏ j ∈ Finset.range k,
          overlapRate s t N ((hirshfeldUpdate s t (promol s t N y) N)^[j] x)) * (x - y) := by
  induction k with
  | zero => exact ⟨⟨hx, hxN⟩, by simp⟩
  | succ k ih =>
    obtain ⟨⟨h0, hN⟩, e⟩ := ih
    have hu := update_sub h h0 hN y
    obtain ⟨r0, r1⟩ := overlapRate_mem h h0 hN
    rw [Function.iterate_succ_apply', Finset.prod_range_succ]
    -- the new population is a weighted mean of the old one and `y`
    refine ⟨⟨?_, ?_⟩, ?_⟩
    · nlinarith [mul_pos r0 h0, mul_pos (sub_pos.mpr r1) hy]
    · nlinarith [mul_pos r0 (sub_pos.mpr hN), mul_pos (sub_pos.mpr r1) (sub_pos.mpr hyN)]
    · rw [hu, e]
      ring
```

At the endpoints \(r=1\): a start at \(0\) or \(N\) never moves, and a target there has \(F'(y)=1\).

A product of factors below one need not tend to zero. Convergence takes a further argument, left informal here: the iterates stay between \(x\) and \(y\), and on that closed interval the continuous function \(r\) has a maximum below one.

## Two grid points, two electrons

Take \(s=(1/3,2/3)\), \(t=(2/3,1/3)\), \(N=2\) and \(y=1\). Then \(n=(1,1)\) and \(F'(1)=2(2/9+2/9)=8/9\). From \(x=3/2\) the promolecule is \((5/6,7/6)\), so

\[ F(3/2)=\frac{1/2}{5/6}+\frac{1}{7/6}=\frac{51}{35}\approx1.457 . \]

The error falls from \(1/2\) to \(16/35\), a factor \(r(3/2)=32/35\). Near the fixed point, a tenfold reduction takes about 20 updates.

`shapePair_witness` checks that these shapes satisfy all the conditions of `IsShapePair` and that the factor at \(x=1\) is \(8/9\).

```lean
/-- On a two-point grid the shapes `(1/3, 2/3)` and `(2/3, 1/3)` form a shape pair, and two
electrons shared equally give the overlap factor `8/9`. -/
theorem shapePair_witness :
    IsShapePair (![1 / 3, 2 / 3] : Fin 2 → ℝ) ![2 / 3, 1 / 3] ∧
    overlapRate (![1 / 3, 2 / 3] : Fin 2 → ℝ) ![2 / 3, 1 / 3] 2 1 = 8 / 9 := by
  refine ⟨⟨?_, ?_, ?_, ?_, ?_⟩, ?_⟩
  · intro g
    fin_cases g <;> norm_num
  · intro g
    fin_cases g <;> norm_num
  · norm_num [Fin.sum_univ_two]
  · norm_num [Fin.sum_univ_two]
  · intro h
    have h0 := congrFun h 0
    norm_num at h0
  · norm_num [overlapRate, promol, Fin.sum_univ_two]

end

end IterativeHirshfeld
```

In a calculation, each cycle rebuilds the promolecule from the current populations, forms the weights on the quadrature grid, integrates the density and compares new populations with old. For two fixed shapes with \(n=p_y\), the error law gives that change as \(F(x)-x=-(1-r(x))(x-y)\). In that model, at \(r(x)=8/9\), the error left after the update is therefore eight times the change just observed, in absolute value.

```lean
#print axioms IterativeHirshfeld.fixed_point_and_rate
#print axioms IterativeHirshfeld.iterate_sub
```

```
'IterativeHirshfeld.fixed_point_and_rate' depends on axioms: [propext, Classical.choice, Quot.sound]
'IterativeHirshfeld.iterate_sub' depends on axioms: [propext, Classical.choice, Quot.sound]
```
